# The one-loop leptonic shift of the QED coupling at 91187.6 MeV, in its large-scale form, lies between 0.0314 and 0.0315

A photon-exchange cross section at the Z mass comes out more than 6% too small if the coupling is left at \(\alpha=1/137.036\). That is the long-distance value, fully screened by vacuum polarization; at the Z mass the screening by lepton loops is weaker. At one loop, the electron, muon and tau give a shift \(\Delta\) that raises the coupling to \(\alpha/(1-\Delta)\). Its value is bounded here for fixed decimal inputs.

## A scale far above the lepton masses

For momentum transfer \(q^2\) with \(|q^2|=M^2\), a lepton of mass \(m\) contributes

\[
\frac{2\alpha}{\pi}\int_0^1 x(1-x)\ln\left|1-x(1-x)\frac{q^2}{m^2}\right|dx .
\]

If \(M\gg m\), the logarithm becomes \(\ln(M^2/m^2)+\ln x+\ln(1-x)\). Since \(\int_0^1 x(1-x)\,dx=1/6\) and \(\int_0^1 x(1-x)[\ln x+\ln(1-x)]\,dx=-5/18\), the contribution is

\[
\frac{\alpha}{3\pi}\left(\ln\frac{M^2}{m^2}-\frac53\right).
\]

Lean takes this form as the definition `leptonTerm`. The passage from the integral to it is the step that no Lean hypothesis controls. Without \(M\gg m\) it fails: as \(M\to0\) the integral vanishes, while the formula tends to \(-\infty\).

```lean
import Mathlib

open Finset

namespace LeptonicVacuumPolarization

noncomputable section

/-- Large-`M` form of the one-loop vacuum-polarization shift of the coupling `α` at the scale `M`
due to one lepton of mass `m`, for `M` and `m` positive. -/
def leptonTerm (α M m : ℝ) : ℝ :=
  α / (3 * Real.pi) * (Real.log (M ^ 2 / m ^ 2) - 5 / 3)
```

The masses form a family `m : ι → ℝ` over a finite index type, and `leptonicShift` sums their terms. `Real.log` is the natural logarithm.

```lean
/-- The leptonic shift at the scale `M`: the sum of the one-lepton terms over a finite family of
positive masses. -/
def leptonicShift {ι : Type*} [Fintype ι] (α M : ℝ) (m : ι → ℝ) : ℝ :=
  ∑ i, leptonTerm α M (m i)

/-- The coupling `α / (1 - Δ)` obtained by resumming a shift `Δ ≠ 1`. -/
def resummedCoupling (α Δ : ℝ) : ℝ := α / (1 - Δ)
```

## Positive masses and their geometric mean

Positivity lets the logarithm be split as \(2\ln M-2\ln m\); as \(m\to0^+\) the term diverges. For \(n\) leptons, let \(\mu>0\) satisfy \(\mu^n=\prod_i m_i\), which is `hmean`. Then \(n\ln\mu=\sum_i\ln m_i\), so

\[
\sum_i\left(2\ln M-2\ln m_i-\tfrac53\right)=n\left(2\ln M-2\ln\mu-\tfrac53\right).
\]

Multiplying by \(\alpha/(3\pi)\) shows that the total shift is \(n\) times that of one lepton of mass \(\mu\). The arithmetic mean will not do: for masses 1 and 4 and \(\alpha\neq0\), \(\mu=5/2\) gives the wrong total, since \(\ln4\neq2\ln(5/2)\).

In the proof, `key` splits the logarithm, `hlog` uses `hmean`, and the sum is then collected.

```lean
/-- For leptons of positive mass and a positive scale `M`, the total shift is the number of leptons
times the shift of a single lepton whose mass `μ` is the geometric mean of the masses. -/
theorem leptonicShift_eq_geometric_mean {ι : Type*} [Fintype ι] (α M μ : ℝ) (m : ι → ℝ)
    (hM : 0 < M) (hm : ∀ i, 0 < m i) (hμ : 0 < μ)
    (hmean : μ ^ Fintype.card ι = ∏ i, m i) :
    leptonicShift α M m = Fintype.card ι * leptonTerm α M μ := by
  have key : ∀ x : ℝ, 0 < x →
      Real.log (M ^ 2 / x ^ 2) = 2 * Real.log M - 2 * Real.log x := by
    intro x hx
    rw [Real.log_div (by positivity) (by positivity), Real.log_pow, Real.log_pow]
    simp only [Nat.cast_ofNat]
  -- the logarithm of the geometric mean is the average of the logarithms
  have hlog : (Fintype.card ι : ℝ) * Real.log μ = ∑ i, Real.log (m i) := by
    rw [← Real.log_pow, hmean, Real.log_prod]
    intro i _
    exact (hm i).ne'
  have hterm : ∀ i, leptonTerm α M (m i) =
      α / (3 * Real.pi) * (2 * Real.log M - 5 / 3)
        - α / (3 * Real.pi) * 2 * Real.log (m i) := by
    intro i
    rw [leptonTerm, key _ (hm i)]
    ring
  unfold leptonicShift
  simp only [hterm]
  rw [Finset.sum_sub_distrib, Finset.sum_const, ← Finset.mul_sum, ← hlog, Finset.card_univ,
    nsmul_eq_mul, leptonTerm, key μ hμ]
  ring
```

## A positive ratio between powers of two

Let \(r=M/m>0\). If \(2^a\le r^b\) and \(r^c\le2^d\) for natural numbers \(a,b,c,d\), taking logarithms gives

\[
2a\ln2\le b\ln r^2,\qquad c\ln r^2\le2d\ln2 .
\]

These are `hlo`, `hhi` and the two conclusions. A negative ratio breaks the upper bound: \(r=-4\), \(c=1\), \(d=0\) satisfies \(-4\le1\), but \(\ln16\le0\) is false.

```lean
/-- Comparing powers of the ratio `M / m` of a positive scale and a positive mass with powers of two
bounds natural-number multiples of the logarithm of `M ^ 2 / m ^ 2` by multiples of `log 2`. -/
theorem log_bracket {M m : ℝ} (hM : 0 < M) (hm : 0 < m) (a b c d : ℕ)
    (hlo : (2 : ℝ) ^ a ≤ (M / m) ^ b) (hhi : (M / m) ^ c ≤ (2 : ℝ) ^ d) :
    2 * (a * Real.log 2) ≤ b * Real.log (M ^ 2 / m ^ 2) ∧
      c * Real.log (M ^ 2 / m ^ 2) ≤ 2 * (d * Real.log 2) := by
  have hx : 0 < M / m := div_pos hM hm
  have hsq : Real.log (M ^ 2 / m ^ 2) = 2 * Real.log (M / m) := by
    rw [← div_pow, Real.log_pow]
    simp only [Nat.cast_ofNat]
  have h1 := Real.log_le_log (by positivity) hlo
  have h2 := Real.log_le_log (pow_pos hx c) hhi
  rw [Real.log_pow, Real.log_pow] at h1 h2
  rw [hsq]
  constructor <;> linarith
```

The exponents used are:

| Lepton | \((a,b)\) | \((c,d)\) | Window for \(\ln(M^2/m^2)\) |
|---|---|---|---|
| electron | (157, 9) | (11, 192) | 24.183 to 24.198 |
| muon | (39, 4) | (21, 205) | 13.516 to 13.533 |
| tau | (142, 25) | (19, 108) | 7.874 to 7.881 |

`norm_num` checks the power inequalities as comparisons of rationals; `linarith` inserts the decimals of \(\ln2\).

```lean
/-- Certified windows for `log (M ^ 2 / m ^ 2)` at `M = 91187.6` MeV, for the electron, the muon and
the tau in this order. -/
theorem lepton_logs :
    (24.183 < Real.log ((91187.6 : ℝ) ^ 2 / 0.510999 ^ 2) ∧
      Real.log ((91187.6 : ℝ) ^ 2 / 0.510999 ^ 2) < 24.198) ∧
    (13.516 < Real.log ((91187.6 : ℝ) ^ 2 / 105.658 ^ 2) ∧
      Real.log ((91187.6 : ℝ) ^ 2 / 105.658 ^ 2) < 13.533) ∧
    (7.874 < Real.log ((91187.6 : ℝ) ^ 2 / 1776.86 ^ 2) ∧
      Real.log ((91187.6 : ℝ) ^ 2 / 1776.86 ^ 2) < 7.881) := by
  have l1 := Real.log_two_gt_d9
  have l2 := Real.log_two_lt_d9
  -- each bracket is a comparison of explicit rational numbers
  obtain ⟨e1, e2⟩ := log_bracket (M := 91187.6) (m := 0.510999) (by norm_num) (by norm_num)
    157 9 11 192 (by norm_num) (by norm_num)
  obtain ⟨m1, m2⟩ := log_bracket (M := 91187.6) (m := 105.658) (by norm_num) (by norm_num)
    39 4 21 205 (by norm_num) (by norm_num)
  obtain ⟨t1, t2⟩ := log_bracket (M := 91187.6) (m := 1776.86) (by norm_num) (by norm_num)
    142 25 19 108 (by norm_num) (by norm_num)
  push_cast at e1 e2 m1 m2 t1 t2
  refine ⟨⟨?_, ?_⟩, ⟨?_, ?_⟩, ⟨?_, ?_⟩⟩ <;> linarith
```

## A logarithm of at least 5/3

Decimal bounds on \(\pi\) give \(0.000774<\alpha/(3\pi)<0.000775\). If \(a<\ln(M^2/m^2)<b\), where \(a,b\) are now real, and \(a\ge5/3\), the brackets are non-negative and the inequalities multiply:

\[
0.000774\left(a-\tfrac53\right)<\frac{\alpha}{3\pi}\left(\ln\frac{M^2}{m^2}-\frac53\right)<0.000775\left(b-\tfrac53\right).
\]

The condition keeps the large-scale form positive. It is not a threshold for the rise of the coupling: for spacelike \(q^2<0\) the original integral is positive for every lepton mass. Assuming only \(a\ge0\) is insufficient: with \(a=0\) and \(M\) just above \(m\), the bracket is negative and the lower bound fails. In Lean, `c1` and `c2` bound the prefactor and `mul_lt_mul''` multiplies.

```lean
/-- At `α = 1/137.036`, a window `(a, b)` for `log (M ^ 2 / m ^ 2)` with `a ≥ 5/3` gives a window
for `leptonTerm (1 / 137.036) M m`. -/
theorem leptonTerm_window {M m a b : ℝ} (h : 5 / 3 ≤ a)
    (hL : a < Real.log (M ^ 2 / m ^ 2) ∧ Real.log (M ^ 2 / m ^ 2) < b) :
    0.000774 * (a - 5 / 3) < leptonTerm (1 / 137.036) M m ∧
      leptonTerm (1 / 137.036) M m < 0.000775 * (b - 5 / 3) := by
  obtain ⟨ha, hb⟩ := hL
  have p1 := Real.pi_gt_d4
  have p2 := Real.pi_lt_d4
  have hpos : 0 < 3 * Real.pi := by positivity
  -- the prefactor, enclosed by means of the decimals of pi
  have c1 : (0.000774 : ℝ) < 1 / 137.036 / (3 * Real.pi) := by
    rw [lt_div_iff₀ hpos]
    linarith
  have c2 : 1 / 137.036 / (3 * Real.pi) < (0.000775 : ℝ) := by
    rw [div_lt_iff₀ hpos]
    linarith
  unfold leptonTerm
  exact ⟨mul_lt_mul'' c1 (by linarith) (by norm_num) (by linarith),
    mul_lt_mul'' c2 (by linarith) (by positivity) (by linarith)⟩

/-- Separate windows for the electron, muon and tau shifts at `M = 91187.6` MeV and
`α = 1/137.036`. -/
theorem shift_by_flavour :
    (0.0174 < leptonTerm (1 / 137.036) 91187.6 0.510999 ∧
      leptonTerm (1 / 137.036) 91187.6 0.510999 < 0.0175) ∧
    (0.0091 < leptonTerm (1 / 137.036) 91187.6 105.658 ∧
      leptonTerm (1 / 137.036) 91187.6 105.658 < 0.0092) ∧
    (0.0048 < leptonTerm (1 / 137.036) 91187.6 1776.86 ∧
      leptonTerm (1 / 137.036) 91187.6 1776.86 < 0.0049) := by
  obtain ⟨he, hm, ht⟩ := lepton_logs
  obtain ⟨e1, e2⟩ := leptonTerm_window (by norm_num) he
  obtain ⟨m1, m2⟩ := leptonTerm_window (by norm_num) hm
  obtain ⟨t1, t2⟩ := leptonTerm_window (by norm_num) ht
  refine ⟨⟨?_, ?_⟩, ⟨?_, ?_⟩, ⟨?_, ?_⟩⟩ <;> linarith
```

## Fixed inputs, without error bars

The theorems treat \(\alpha\), \(M\) and the masses as exact decimals; only mass ratios matter, so MeV appears in the comments alone. Adding the lower and upper bounds gives

\[
\begin{aligned}
0.01742+0.00917+0.00480&=0.03139,\\
0.01747+0.00920+0.00482&=0.03149 .
\end{aligned}
\]The upper sum is already below 0.0315, but five decimals are too coarse for the lower one. With six it is \(0.017427+0.009171+0.004804=0.031402\), which exceeds 0.0314. For the same reason, the Lean proof adds the finer bounds from `leptonTerm_window`, not the rounded ones in `shift_by_flavour`.

```lean
/-- With `α = 1/137.036`, `M = 91187.6` MeV and the electron, muon and tau masses in MeV, the
leptonic shift lies strictly between 0.0314 and 0.0315. -/
theorem leptonicShift_certified :
    0.0314 < leptonicShift (1 / 137.036) 91187.6 ![0.510999, 105.658, 1776.86] ∧
      leptonicShift (1 / 137.036) 91187.6 ![0.510999, 105.658, 1776.86] < 0.0315 := by
  have hs : leptonicShift (1 / 137.036) 91187.6 ![0.510999, 105.658, 1776.86] =
      leptonTerm (1 / 137.036) 91187.6 0.510999 + leptonTerm (1 / 137.036) 91187.6 105.658
        + leptonTerm (1 / 137.036) 91187.6 1776.86 := by
    rw [leptonicShift, Fin.sum_univ_three]
    rfl
  obtain ⟨he, hm, ht⟩ := lepton_logs
  obtain ⟨e1, e2⟩ := leptonTerm_window (by norm_num) he
  obtain ⟨m1, m2⟩ := leptonTerm_window (by norm_num) hm
  obtain ⟨t1, t2⟩ := leptonTerm_window (by norm_num) ht
  rw [hs]
  constructor <;> linarith
```

With the lepton loops alone, the inverse coupling is \((1-\Delta)/\alpha=137.036\,(1-\Delta)\), so the bounds on \(\Delta\) place it between 132.71 and 132.74. In an electroweak calculation at the Z mass, this one-loop leptonic number is one part of the total shift; the hadronic shift is added to it before the coupling is resummed and put into the photon-exchange amplitude.

```lean
/-- With `α = 1/137.036` and the electron, muon and tau masses in MeV, resumming the leptonic shift
at `M = 91187.6` MeV gives an inverse coupling strictly between 132.71 and 132.74. -/
theorem inverse_coupling_certified :
    132.71 < (resummedCoupling (1 / 137.036)
      (leptonicShift (1 / 137.036) 91187.6 ![0.510999, 105.658, 1776.86]))⁻¹ ∧
    (resummedCoupling (1 / 137.036)
      (leptonicShift (1 / 137.036) 91187.6 ![0.510999, 105.658, 1776.86]))⁻¹ < 132.74 := by
  have hinv : ∀ Δ : ℝ, (resummedCoupling (1 / 137.036) Δ)⁻¹ = 137.036 * (1 - Δ) := by
    intro Δ
    rw [resummedCoupling, inv_div]
    ring
  obtain ⟨h1, h2⟩ := leptonicShift_certified
  rw [hinv]
  constructor <;> linarith

end

end LeptonicVacuumPolarization
```

```lean
#print axioms LeptonicVacuumPolarization.leptonicShift_eq_geometric_mean
-- 'LeptonicVacuumPolarization.leptonicShift_eq_geometric_mean' depends on axioms: [propext, Classical.choice, Quot.sound]
#print axioms LeptonicVacuumPolarization.shift_by_flavour
-- 'LeptonicVacuumPolarization.shift_by_flavour' depends on axioms: [propext, Classical.choice, Quot.sound]
#print axioms LeptonicVacuumPolarization.leptonicShift_certified
-- 'LeptonicVacuumPolarization.leptonicShift_certified' depends on axioms: [propext, Classical.choice, Quot.sound]
#print axioms LeptonicVacuumPolarization.inverse_coupling_certified
-- 'LeptonicVacuumPolarization.inverse_coupling_certified' depends on axioms: [propext, Classical.choice, Quot.sound]
```
